# The real symmetric matrix of one dipole component between two states is diagonalised by a rotation of the states

Take two orthonormal adiabatic states with real wavefunctions, and the component of the dipole operator along one fixed direction. Its matrix μ is real and symmetric, with the state dipoles `m1` and `m2` on the diagonal and the transition dipole `m12` off it. The theorem `exists_diabatic_rotation` states that for any real values of these three numbers there is a mixing angle θ whose rotation matrix R is orthogonal, RᵀR = 1, and makes RᵀμR diagonal. In the rotated basis the transition dipole along the chosen direction therefore vanishes; the other components need not. The proof takes θ to be half the phase of the complex number (m1 − m2) + 2i·m12, derives from this the identity `key` that makes the off-diagonal entries zero, and then checks both matrix claims entry by entry.

As first written in Lean, the proof fails:

```lean
import Mathlib

open Matrix

namespace GeneralizedMullikenHush

noncomputable section

/-- The dipole matrix in the adiabatic basis: state dipoles `m1`, `m2` and transition
dipole `m12`. -/
def dipole (m1 m2 m12 : ℝ) : Matrix (Fin 2) (Fin 2) ℝ := !![m1, m12; m12, m2]

/-- The matrix of an observable `A` after the change of basis `R`. -/
def toDiabatic (R A : Matrix (Fin 2) (Fin 2) ℝ) : Matrix (Fin 2) (Fin 2) ℝ := Rᵀ * A * R

/-- The rotation of the two states by the mixing angle `θ`. -/
def rotation (θ : ℝ) : Matrix (Fin 2) (Fin 2) ℝ :=
  !![Real.cos θ, -Real.sin θ; Real.sin θ, Real.cos θ]

variable {R : Matrix (Fin 2) (Fin 2) ℝ} {E1 E2 m1 m2 m12 : ℝ}

/-- Every two-state dipole matrix is diagonalised by an orthogonal rotation through some
mixing angle. -/
theorem exists_diabatic_rotation (m1 m2 m12 : ℝ) :
    ∃ θ : ℝ, (rotation θ)ᵀ * rotation θ = 1 ∧
      (toDiabatic (rotation θ) (dipole m1 m2 m12)).IsDiag := by
  -- polar form of (m1 - m2) + 2 i m12; the mixing angle is half its phase
  obtain ⟨r, φ, h1, h2⟩ : ∃ r φ : ℝ, r * Real.cos φ = m1 - m2 ∧ r * Real.sin φ = 2 * m12 :=
    ⟨_, _, Complex.norm_mul_cos_arg ⟨m1 - m2, 2 * m12⟩,
      Complex.norm_mul_sin_arg ⟨m1 - m2, 2 * m12⟩⟩
  obtain ⟨θ, rfl⟩ : ∃ θ : ℝ, φ = 2 * θ := ⟨φ / 2, by ring⟩
  rw [Real.cos_two_mul'] at h1
  rw [Real.sin_two_mul] at h2
  have key : m12 * (Real.cos θ ^ 2 - Real.sin θ ^ 2)
      - (m1 - m2) * (Real.sin θ * Real.cos θ) = 0 := by
    linear_combination (-(1 / 2)) * (Real.cos θ ^ 2 - Real.sin θ ^ 2) * h2
      + Real.sin θ * Real.cos θ * h1
  refine ⟨θ, ?_, ?_⟩
  · have h := Real.sin_sq_add_cos_sq θ
    ext i j
    fin_cases i <;> fin_cases j <;>
      simp [rotation, Matrix.mul_apply, Fin.sum_univ_two] <;>
      first | ring | linear_combination h
  · intro i j hij
    fin_cases i <;> fin_cases j <;>
      simp [toDiabatic, rotation, dipole, Matrix.mul_apply, Fin.sum_univ_two] at hij ⊢ <;>
      first | linear_combination key | linear_combination (-1 : ℝ) * key

end

end GeneralizedMullikenHush
```

The compiler's answer:

```
Try this:
  [apply] ring_nf
  
  The `ring` tactic failed to close the goal. Use `ring_nf` to obtain a normal form.
    
  Note that `ring` works primarily in *commutative* rings. If you have a noncommutative ring, abelian group or module, consider using `noncomm_ring`, `abel` or `module` instead.
Try this:
  [apply] ring_nf
  
  The `ring` tactic failed to close the goal. Use `ring_nf` to obtain a normal form.
    
  Note that `ring` works primarily in *commutative* rings. If you have a noncommutative ring, abelian group or module, consider using `noncomm_ring`, `abel` or `module` instead.
Main.lean:39:2: error: unsolved goals
case refine_1.«0».«0»
m1 m2 m12 r θ : ℝ
h1 : r * (Real.cos θ ^ 2 - Real.sin θ ^ 2) = m1 - m2
h2 : r * (2 * Real.sin θ * Real.cos θ) = 2 * m12
key : m12 * (Real.cos θ ^ 2 - Real.sin θ ^ 2) - (m1 - m2) * (Real.sin θ * Real.cos θ) = 0
h : Real.sin θ ^ 2 + Real.cos θ ^ 2 = 1
⊢ Real.cos θ ^ 2 + Real.sin θ ^ 2 = 1

case refine_1.«1».«1»
m1 m2 m12 r θ : ℝ
h1 : r * (Real.cos θ ^ 2 - Real.sin θ ^ 2) = m1 - m2
h2 : r * (2 * Real.sin θ * Real.cos θ) = 2 * m12
key : m12 * (Real.cos θ ^ 2 - Real.sin θ ^ 2) - (m1 - m2) * (Real.sin θ * Real.cos θ) = 0
h : Real.sin θ ^ 2 + Real.cos θ ^ 2 = 1
⊢ Real.sin θ ^ 2 + Real.cos θ ^ 2 = 1
```

Cause. The error is in the proof that RᵀR = 1. Its two diagonal entries require cos²θ + sin²θ = 1, which is not an identity of commutative rings and needs the hypothesis `h`. The line `first | ring | linear_combination h` was meant to fall back on `h`, but `ring` does not fail here. When it cannot close a goal, it falls back to `ring_nf`, which here rewrites the goal to a normal form and leaves it open; the two "Try this" messages report this. `first` counts that as success and never tries `linear_combination h`, so both goals remain unsolved.

`ring1` either closes the goal or fails. With it in place of `ring`, the diagonal entries pass on to `linear_combination h`, which closes them.

The other change, in the proof of diagonality, is mere tidying: no error was reported there, and `linear_combination key` alone is enough, so the alternative with the factor −1 was unnecessary.

The mended proof, as a diff:

```diff
@@ -41,9 +41,9 @@
     fin_cases i <;> fin_cases j <;>
       simp [rotation, Matrix.mul_apply, Fin.sum_univ_two] <;>
-      first | ring | linear_combination h
+      first | ring1 | linear_combination h
   · intro i j hij
     fin_cases i <;> fin_cases j <;>
       simp [toDiabatic, rotation, dipole, Matrix.mul_apply, Fin.sum_univ_two] at hij ⊢ <;>
-      first | linear_combination key | linear_combination (-1 : ℝ) * key
+      linear_combination key
 
 end
```
